# A normalised state of least energy is an eigenstate of the Hamiltonian for lattice fermions in a site potential

For `N` fermions on `L` sites, with at most one fermion per site, the Hamiltonian is a self-adjoint operator `H₀` plus a real site potential summed over the occupied sites; `H₀` is otherwise arbitrary and may contain interactions. The theorem says that if a unit vector `ψ` has the least energy among all unit vectors, then it is a ground state: besides being normalised and minimal, it is an eigenvector whose eigenvalue is its energy. The proof first shows that the full Hamiltonian is self-adjoint, as a sum of two self-adjoint operators. It then uses Mathlib's result that a minimiser on a sphere is an eigenvector, and identifies the eigenvalue with the energy of `ψ`.

Lean 4 with Mathlib refuses this proof:

```lean
import Mathlib

open Matrix Metric Topology

namespace IsGroundStateOfMinimal

noncomputable section

/-- The configurations of `N` fermions on `L` sites: the `N`-element sets of occupied sites. -/
abbrev Config (L N : ℕ) := {s : Finset (Fin L) // s.card = N}

/-- The Hilbert space spanned by the configurations. -/
abbrev State (L N : ℕ) := EuclideanSpace ℂ (Config L N)

variable {L N : ℕ} {H₀ : State L N →L[ℂ] State L N}

/-- The real part of the expectation value of `H` in `ψ`. -/
def energy (H : State L N →L[ℂ] State L N) (ψ : State L N) : ℝ := (inner ℂ (H ψ) ψ).re

/-- The Hamiltonian `H(v)`: `H₀` plus the site potential `v` summed over the occupied sites. -/
def hamiltonian (H₀ : State L N →L[ℂ] State L N) (v : Fin L → ℝ) : State L N →L[ℂ] State L N :=
  H₀ + toEuclideanCLM (n := Config L N) (𝕜 := ℂ)
    (diagonal fun s => ((∑ i ∈ s.1, v i : ℝ) : ℂ))

/-- A ground state: a normalised eigenvector of least energy among normalised states. -/
structure IsGroundState (H : State L N →L[ℂ] State L N) (ψ : State L N) : Prop where
  unit : ‖ψ‖ = 1
  eigen : H ψ = (energy H ψ : ℂ) • ψ
  le : ∀ φ, ‖φ‖ = 1 → energy H ψ ≤ energy H φ

/-- Rayleigh principle: for Hermitian `H₀`, a normalised state of least energy is a ground
state of `H(v)`. -/
theorem isGroundState_of_minimal (hH : IsSelfAdjoint H₀) (v : Fin L → ℝ) {ψ : State L N}
    (h1 : ‖ψ‖ = 1)
    (hmin : ∀ φ, ‖φ‖ = 1 → energy (hamiltonian H₀ v) ψ ≤ energy (hamiltonian H₀ v) φ) :
    IsGroundState (hamiltonian H₀ v) ψ := by
  have hV : IsSelfAdjoint (diagonal fun s : Config L N => ((∑ i ∈ s.1, v i : ℝ) : ℂ)) := by
    rw [isSelfAdjoint_iff, star_eq_conjTranspose, diagonal_conjTranspose]
    exact congrArg diagonal (funext fun s => Complex.conj_ofReal _)
  have hs : IsSelfAdjoint (hamiltonian H₀ v) :=
    hH.add (hV.map (toEuclideanCLM (n := Config L N) (𝕜 := ℂ)))
  have h := (hs.hasEigenvector_of_isMinOn (by rintro rfl; simp at h1)
    (isMinOn_iff.mpr fun φ hφ => hmin φ (by simpa [h1] using hφ))).apply_eq_smul
  obtain ⟨μ, hμ⟩ : ∃ μ : ℝ, hamiltonian H₀ v ψ = (μ : ℂ) • ψ :=
    ⟨⨅ x : {x : State L N // x ≠ 0}, (hamiltonian H₀ v).rayleighQuotient x, h⟩
  have he : energy (hamiltonian H₀ v) ψ = μ := by
    simp [energy, hμ, inner_smul_left, inner_self_eq_norm_sq_to_K, h1]
  exact ⟨h1, by rw [he]; exact hμ, hmin⟩

end

end IsGroundStateOfMinimal
```

Lean reports:

```
Main.lean:41:4: error: Type mismatch
  IsSelfAdjoint.add ?m.96 ?m.108
has type
  @IsSelfAdjoint ?m.91 StarAddMonoid.toInvolutiveStar.toStar (?m.94 + ?m.95)
but is expected to have type
  @IsSelfAdjoint (State L N →L[ℂ] State L N) ContinuousLinearMap.instStarId (hamiltonian H₀ v)
```

The error is a failure of unification, and the mathematics is sound: a sum of self-adjoint operators is self-adjoint. `IsSelfAdjoint.add` concludes this for a sum `?m.94 + ?m.95` in a type still to be determined, with the star taken from a `StarAddMonoid` structure. The goal has the folded name `hamiltonian H₀ v` and the star `ContinuousLinearMap.instStarId`, and Lean could not match the two. The message does not say whether the sum or the star was the sticking point.

The repair proves the sum rule afresh as `hadd`, for operators on `State L N`, by moving `A` and `B` across the inner product. Its type, addition and star are thus fixed before it meets the goal. Lean then accepts `hadd _ _ hH hV'` with `hamiltonian H₀ v` still folded, so the definition alone was not the obstacle.

`hV'` merely names the potential's self-adjointness, formerly written inline. Dropping `inner_smul_left` from the later `simp` call is tidying.

The repair, with which the file compiles:

```diff
@@ -38,6 +38,15 @@
     rw [isSelfAdjoint_iff, star_eq_conjTranspose, diagonal_conjTranspose]
     exact congrArg diagonal (funext fun s => Complex.conj_ofReal _)
-  have hs : IsSelfAdjoint (hamiltonian H₀ v) :=
-    hH.add (hV.map (toEuclideanCLM (n := Config L N) (𝕜 := ℂ)))
+  have hV' := hV.map (toEuclideanCLM (n := Config L N) (𝕜 := ℂ))
+  have hadd : ∀ A B : State L N →L[ℂ] State L N,
+      IsSelfAdjoint A → IsSelfAdjoint B → IsSelfAdjoint (A + B) := fun A B hA hB =>
+    ContinuousLinearMap.isSelfAdjoint_iff_isSymmetric.mpr fun x y => by
+      have a : inner ℂ (A x) y = inner ℂ x (A y) :=
+        ContinuousLinearMap.isSelfAdjoint_iff_isSymmetric.mp hA x y
+      have b : inner ℂ (B x) y = inner ℂ x (B y) :=
+        ContinuousLinearMap.isSelfAdjoint_iff_isSymmetric.mp hB x y
+      change inner ℂ (A x + B x) y = inner ℂ x (A y + B y)
+      rw [inner_add_left, inner_add_right, a, b]
+  have hs : IsSelfAdjoint (hamiltonian H₀ v) := hadd _ _ hH hV'
   have h := (hs.hasEigenvector_of_isMinOn (by rintro rfl; simp at h1)
     (isMinOn_iff.mpr fun φ hφ => hmin φ (by simpa [h1] using hφ))).apply_eq_smul
@@ -45,5 +54,5 @@
     ⟨⨅ x : {x : State L N // x ≠ 0}, (hamiltonian H₀ v).rayleighQuotient x, h⟩
   have he : energy (hamiltonian H₀ v) ψ = μ := by
-    simp [energy, hμ, inner_smul_left, inner_self_eq_norm_sq_to_K, h1]
+    simp [energy, hμ, inner_self_eq_norm_sq_to_K, h1]
   exact ⟨h1, by rw [he]; exact hμ, hmin⟩
 
```
